# Overlaps of real grid functions from a half sphere and the self-conjugate wavevectors

A Γ-point plane-wave calculation that stores one Fourier coefficient from each pair k, −k of a real orbital gets wrong overlaps in general if it just sums over the stored coefficients, and wrong ones again if it doubles that whole sum. For real functions on a finite periodic grid with equally many points along each axis, the correct rule doubles the real part of the paired terms only and counts each term with −k = k once.

```lean
import Mathlib

open Matrix ComplexConjugate

namespace GammaPointHalfSphere

noncomputable section

variable {ι : Type*} [Fintype ι] [DecidableEq ι] {N : ℕ} [NeZero N]

/-- The plane wave `exp(2πi k·x/N)` on a periodic grid with `N` points along each axis. -/
def planeWave (k x : ι → ZMod N) : ℂ := ZMod.stdAddChar (k ⬝ᵥ x)

/-- The discrete Fourier transform `F(k) = ∑ₓ exp(-2πi k·x/N) f(x)` of a real grid function. -/
def dft (f : (ι → ZMod N) → ℝ) (k : ι → ZMod N) : ℂ :=
  ∑ x, conj (planeWave k x) * (f x : ℂ)

/-- A half sphere of wavevectors: it holds exactly one of `k` and `-k` whenever these differ,
and no `k` that equals `-k`. -/
def IsHalfSphere {A : Type*} [AddCommGroup A] (H : Finset A) : Prop :=
  ∀ k, (k ∈ H → -k ∉ H) ∧ (-k ≠ k → k ∈ H ∨ -k ∈ H)

omit [DecidableEq ι] in
/-- Reversing the wavevector conjugates the plane wave. -/
theorem planeWave_neg (k x : ι → ZMod N) : planeWave (-k) x = conj (planeWave k x) := by
  rw [planeWave, planeWave, neg_dotProduct, AddChar.map_neg_eq_conj]

/-- Summed over all wavevectors, plane waves at two grid points are orthogonal unless the
points coincide, when the sum is the number of grid points. -/
theorem planeWave_orthogonality (x y : ι → ZMod N) :
    ∑ k, planeWave k x * conj (planeWave k y) =
      if x = y then (N : ℂ) ^ Fintype.card ι else 0 := by
  have h : ∀ k : ι → ZMod N, planeWave k x * conj (planeWave k y) =
      ZMod.stdAddChar (k ⬝ᵥ (x - y)) := fun k => by
    rw [planeWave, planeWave, ← AddChar.map_neg_eq_conj, ← AddChar.map_add_eq_mul,
      dotProduct_sub, sub_eq_add_neg]
  simp only [h]
  split_ifs with hxy
  · subst hxy
    simp [ZMod.card]
  · obtain ⟨i, hi⟩ := Function.ne_iff.mp hxy
    -- shifting `k` by one unit along axis `i` multiplies the sum by a phase
    have hs : ZMod.stdAddChar (x i - y i) * ∑ k : ι → ZMod N, ZMod.stdAddChar (k ⬝ᵥ (x - y)) =
        ∑ k : ι → ZMod N, (ZMod.stdAddChar (k ⬝ᵥ (x - y)) : ℂ) := by
      rw [Finset.mul_sum]
      refine Fintype.sum_equiv (Equiv.addRight (Pi.single i 1)) _ _ fun k => ?_
      simp only [Equiv.coe_addRight, add_dotProduct, AddChar.map_add_eq_mul,
        single_dotProduct, one_mul, Pi.sub_apply]
      exact mul_comm _ _
    have hne : (ZMod.stdAddChar (x i - y i) : ℂ) ≠ 1 := fun e =>
      hi (sub_eq_zero.mp (ZMod.injective_stdAddChar
        (e.trans (AddChar.map_zero_eq_one _).symm)))
    exact (mul_eq_zero.mp (by linear_combination hs :
      ((ZMod.stdAddChar (x i - y i) : ℂ) - 1) *
        ∑ k : ι → ZMod N, (ZMod.stdAddChar (k ⬝ᵥ (x - y)) : ℂ) = 0)).resolve_left
      (sub_ne_zero.mpr hne)

/-- Parseval's identity: the full reciprocal-space overlap of two real functions is the number
of grid points times their real-space overlap. -/
theorem parseval (f g : (ι → ZMod N) → ℝ) :
    ∑ k, conj (dft f k) * dft g k =
      (N : ℂ) ^ Fintype.card ι * ∑ x, (f x : ℂ) * (g x : ℂ) := by
  calc _ = ∑ k, ∑ x, ∑ y, ((f x : ℂ) * (g y : ℂ)) *
        (planeWave k x * conj (planeWave k y)) := by
        refine Finset.sum_congr rfl fun k _ => ?_
        simp only [dft, map_sum, map_mul, Complex.conj_conj, Complex.conj_ofReal,
          Finset.sum_mul_sum]
        exact Finset.sum_congr rfl fun x _ => Finset.sum_congr rfl fun y _ => by ring
    _ = ∑ x, ∑ y, ((f x : ℂ) * (g y : ℂ)) *
        ∑ k, planeWave k x * conj (planeWave k y) := by
        rw [Finset.sum_comm]
        refine Finset.sum_congr rfl fun x _ => ?_
        rw [Finset.sum_comm]
        simp only [Finset.mul_sum]
    _ = _ := by
        simp only [planeWave_orthogonality, mul_ite, mul_zero, Finset.sum_ite_eq,
          Finset.mem_univ, if_true, Finset.mul_sum]
        exact Finset.sum_congr rfl fun x _ => by ring

/-- If the terms at `k` and `-k` are complex conjugates, a sum over all wavevectors is the sum
over those with `-k = k` plus twice the real part of the sum over a half sphere. -/
theorem sum_fold {A : Type*} [AddCommGroup A] [Fintype A] [DecidableEq A] {H : Finset A}
    (hH : IsHalfSphere H) (c : A → ℂ) (hc : ∀ k, c (-k) = conj (c k)) :
    ∑ k, c k = (∑ k with -k = k, c k) + 2 * ((∑ k ∈ H, c k).re : ℂ) := by
  -- each wavevector is self-conjugate, in `H`, or in the mirror image of `H`
  have hp : ∀ k, c k = (if -k = k then c k else 0) +
      ((if k ∈ H then c k else 0) + (if -k ∈ H then c k else 0)) := by
    intro k
    obtain ⟨h1, h2⟩ := hH k
    by_cases hs : -k = k
    · have hk : k ∉ H := fun h => h1 h (by rw [hs]; exact h)
      simp [hs, hk]
    · by_cases hk : k ∈ H
      · simp [hs, hk, h1 hk]
      · simp [hs, hk, (h2 hs).resolve_left hk]
  have hneg : ∑ k, (if -k ∈ H then c k else 0) = conj (∑ k ∈ H, c k) := by
    rw [map_sum, ← Equiv.sum_comp (Equiv.neg A)]
    simp only [Equiv.neg_apply, neg_neg, hc, Finset.sum_ite_mem, Finset.univ_inter]
  rw [Finset.sum_congr rfl fun k _ => hp k, Finset.sum_add_distrib, Finset.sum_add_distrib,
    hneg, Finset.sum_ite_mem, Finset.univ_inter, Complex.add_conj, Finset.sum_filter,
    Complex.ofReal_mul, Complex.ofReal_ofNat]

/-- For real functions with transforms `F` and `G` and a real kernel with `T(-k) = T(k)`, the sum of
`T(k) conj(F(k)) G(k)` over all wavevectors is the sum over those with `-k = k` plus twice the real
part of the sum over a half sphere. -/
theorem half_sphere_matrix_element {H : Finset (ι → ZMod N)} (hH : IsHalfSphere H)
    (f g : (ι → ZMod N) → ℝ) (T : (ι → ZMod N) → ℝ) (hT : ∀ k, T (-k) = T k) :
    ∑ k, (T k : ℂ) * (conj (dft f k) * dft g k) =
      (∑ k with -k = k, (T k : ℂ) * (conj (dft f k) * dft g k)) +
        2 * ((∑ k ∈ H, (T k : ℂ) * (conj (dft f k) * dft g k)).re : ℂ) := by
  have hF : ∀ (u : (ι → ZMod N) → ℝ) k, dft u (-k) = conj (dft u k) := fun u k => by
    simp only [dft, planeWave_neg, map_sum, map_mul, Complex.conj_ofReal]
  exact sum_fold hH _ fun k => by simp only [hT, hF, map_mul, Complex.conj_ofReal]

/-- The half-sphere overlap formula: the overlap of two real functions on a periodic grid of any
dimension, from their transforms on a half sphere and at the wavevectors with `-k = k`. -/
theorem half_sphere_overlap {H : Finset (ι → ZMod N)} (hH : IsHalfSphere H)
    (f g : (ι → ZMod N) → ℝ) :
    ∑ x, (f x : ℂ) * (g x : ℂ) = 1 / (N : ℂ) ^ Fintype.card ι *
      ((∑ k with -k = k, dft f k * dft g k) +
        2 * ((∑ k ∈ H, conj (dft f k) * dft g k).re : ℂ)) := by
  have h := half_sphere_matrix_element hH f g (fun _ => 1) (fun _ => rfl)
  simp only [Complex.ofReal_one, one_mul] at h
  -- the transform is real where `-k = k`
  have hs : (∑ k with -k = k, conj (dft f k) * dft g k) =
      ∑ k with -k = k, dft f k * dft g k := by
    refine Finset.sum_congr rfl fun k hk => ?_
    have hF : dft f (-k) = conj (dft f k) := by
      simp only [dft, planeWave_neg, map_sum, map_mul, Complex.conj_ofReal]
    rw [← hF, (Finset.mem_filter.mp hk).2]
  rw [← hs, ← h, parseval, one_div, inv_mul_cancel_left₀
    (pow_ne_zero _ (Nat.cast_ne_zero.mpr (NeZero.ne N)))]

/-- The wavevectors `1, …, M` of a one-dimensional grid with `N` points. -/
def halfLine (N M : ℕ) : Finset (Fin 1 → ZMod N) :=
  (Finset.Icc 1 M).image fun (m : ℕ) _ => (m : ZMod N)

private theorem val_ext {k l : Fin 1 → ZMod N} : k = l ↔ (k 0).val = (l 0).val :=
  ⟨fun h => by rw [h], fun h => funext fun i => by
    rw [Subsingleton.elim i 0]; exact ZMod.val_injective N h⟩

private theorem val_neg (k : Fin 1 → ZMod N) :
    ((k 0).val = 0 ∧ ((-k) 0).val = 0) ∨ (0 < (k 0).val ∧ ((-k) 0).val = N - (k 0).val) := by
  by_cases h : k 0 = 0
  · left; simp [h]
  · exact Or.inr ⟨Nat.pos_of_ne_zero (by rwa [Ne, ZMod.val_eq_zero]),
      by rw [Pi.neg_apply, ZMod.neg_val, if_neg h]⟩

private theorem mem_halfLine {M : ℕ} (h : M < N) (k : Fin 1 → ZMod N) :
    k ∈ halfLine N M ↔ 1 ≤ (k 0).val ∧ (k 0).val ≤ M := by
  rw [halfLine, Finset.mem_image]
  constructor
  · rintro ⟨m, hm, rfl⟩
    have hm' := Finset.mem_Icc.mp hm
    rwa [ZMod.val_natCast_of_lt (by omega)]
  · intro hk
    refine ⟨(k 0).val, Finset.mem_Icc.mpr hk, val_ext.mpr ?_⟩
    exact ZMod.val_natCast_of_lt (ZMod.val_lt _)

private theorem sum_halfLine {M : ℕ} (h : M < N) (c : (Fin 1 → ZMod N) → ℂ) :
    ∑ k ∈ halfLine N M, c k = ∑ m ∈ Finset.Icc 1 M, c (fun _ => (m : ZMod N)) := by
  rw [halfLine, Finset.sum_image]
  intro a ha b hb hab
  have ha' := Finset.mem_Icc.mp (Finset.mem_coe.mp ha)
  have hb' := Finset.mem_Icc.mp (Finset.mem_coe.mp hb)
  have e : (a : ZMod N).val = (b : ZMod N).val := val_ext.mp hab
  rwa [ZMod.val_natCast_of_lt (by omega), ZMod.val_natCast_of_lt (by omega)] at e

/-- On a line of `2M+1` or `2M+2` points the wavevectors `1, …, M` form a half sphere. -/
theorem halfLine_isHalfSphere {M : ℕ} (hN : N = 2 * M + 1 ∨ N = 2 * M + 2) :
    IsHalfSphere (halfLine N M) := by
  intro k
  have hv := ZMod.val_lt (k 0)
  have hn := val_neg k
  rw [mem_halfLine (by omega), mem_halfLine (by omega), Ne, val_ext]
  constructor <;> intros <;> omega

/-- For real functions on `2M+1` points, the overlap follows from the transforms at the
wavevectors `0, 1, …, M`. -/
theorem overlap_odd (M : ℕ) (f g : (Fin 1 → ZMod (2 * M + 1)) → ℝ) :
    ∑ x, (f x : ℂ) * (g x : ℂ) = 1 / ((2 * M + 1 : ℕ) : ℂ) * (dft f 0 * dft g 0 +
      2 * ((∑ m ∈ Finset.Icc 1 M, conj (dft f fun _ => (m : ZMod (2 * M + 1))) *
        dft g fun _ => (m : ZMod (2 * M + 1))).re : ℂ)) := by
  have h := half_sphere_overlap (halfLine_isHalfSphere (M := M) (Or.inl rfl)) f g
  -- only `k = 0` is its own mirror image
  have hs : (Finset.univ.filter fun k : Fin 1 → ZMod (2 * M + 1) => -k = k) = {0} := by
    ext k
    have hv := ZMod.val_lt (k 0)
    have hn := val_neg k
    simp only [Finset.mem_filter, Finset.mem_univ, true_and, Finset.mem_singleton]
    rw [val_ext, val_ext, Pi.zero_apply, ZMod.val_zero]
    omega
  rw [hs, Finset.sum_singleton, sum_halfLine (by omega), Fintype.card_fin, pow_one] at h
  exact h

/-- For real functions on `2M+2` points, the overlap follows from the transforms at the wavevectors
`0, 1, …, M+1`, with unpaired terms at `0` and at the Nyquist wavevector `M+1`. -/
theorem overlap_even (M : ℕ) (f g : (Fin 1 → ZMod (2 * M + 2)) → ℝ) :
    ∑ x, (f x : ℂ) * (g x : ℂ) = 1 / ((2 * M + 2 : ℕ) : ℂ) * (dft f 0 * dft g 0 +
      (dft f fun _ => ((M + 1 : ℕ) : ZMod (2 * M + 2))) *
        (dft g fun _ => ((M + 1 : ℕ) : ZMod (2 * M + 2))) +
      2 * ((∑ m ∈ Finset.Icc 1 M, conj (dft f fun _ => (m : ZMod (2 * M + 2))) *
        dft g fun _ => (m : ZMod (2 * M + 2))).re : ℂ)) := by
  have h := half_sphere_overlap (halfLine_isHalfSphere (M := M) (Or.inr rfl)) f g
  have hq : ((M + 1 : ℕ) : ZMod (2 * M + 2)).val = M + 1 :=
    ZMod.val_natCast_of_lt (by omega)
  -- `0` and the Nyquist wavevector are their own mirror images
  have hs : (Finset.univ.filter fun k : Fin 1 → ZMod (2 * M + 2) => -k = k) =
      {0, fun _ => ((M + 1 : ℕ) : ZMod (2 * M + 2))} := by
    ext k
    have hv := ZMod.val_lt (k 0)
    have hn := val_neg k
    simp only [Finset.mem_filter, Finset.mem_univ, true_and, Finset.mem_insert,
      Finset.mem_singleton, val_ext, hq]
    rw [Pi.zero_apply, ZMod.val_zero]
    omega
  have h0 : (0 : Fin 1 → ZMod (2 * M + 2)) ≠ fun _ => ((M + 1 : ℕ) : ZMod (2 * M + 2)) := by
    intro e
    have e' : (0 : ZMod (2 * M + 2)).val = ((M + 1 : ℕ) : ZMod (2 * M + 2)).val :=
      val_ext.mp e
    rw [hq, ZMod.val_zero] at e'
    omega
  rw [hs, Finset.sum_pair h0, sum_halfLine (by omega), Fintype.card_fin, pow_one] at h
  exact h

end

end GammaPointHalfSphere
```

```lean
#print axioms GammaPointHalfSphere.half_sphere_overlap
#print axioms GammaPointHalfSphere.overlap_odd
#print axioms GammaPointHalfSphere.overlap_even
```

```
'GammaPointHalfSphere.half_sphere_overlap' depends on axioms: [propext, Classical.choice, Quot.sound]
'GammaPointHalfSphere.overlap_odd' depends on axioms: [propext, Classical.choice, Quot.sound]
'GammaPointHalfSphere.overlap_even' depends on axioms: [propext, Classical.choice, Quot.sound]
```

## The overlap formula and its two one-dimensional cases

Let the grid have d axes with N ≥ 1 points along each, and let f and g be real functions on it. Write e(t) = exp(2πi t/N), and define the transform

F(k) = Σₓ conj(e(k·x)) f(x),

with G(k) defined in the same way from g. Let H be a set of wavevectors that holds exactly one of k and −k whenever they differ, and no k with −k = k. Then `half_sphere_overlap` states

Σₓ f(x) g(x) = N⁻ᵈ ( Σ_{−k=k} F(k) G(k) + 2 Re Σ_{k∈H} conj(F(k)) G(k) ).

In one dimension the set {1, …, M} serves as H. For N = 2M+1, `overlap_odd` gives

Σₓ f(x) g(x) = (1/N) ( F(0) G(0) + 2 Re Σ_{m=1..M} conj(F(m)) G(m) ).

For N = 2M+2, `overlap_even` adds the term F(M+1) G(M+1) inside the outer bracket, at the Nyquist wavevector. When M = 0 the sum over m is empty, and both formulas still hold.

The theorem `half_sphere_matrix_element` folds the sum of T(k) conj(F(k)) G(k) over all k in the same way, for any real kernel T with T(−k) = T(k). Dividing this sum by Nᵈ gives the matrix element, in the grid inner product, of the operator that multiplies the transform by T. If f and g are nonzero but not normalised, dividing further by the product of their norms gives the matrix element between the normalised functions.

## Real orbitals at the Γ point

When the Hamiltonian is real, as in a standard density-functional calculation with collinear spins and neither spin–orbit coupling nor a magnetic field, the orbitals at Γ can be chosen real. The formula then lets an electronic-structure code compute their overlaps, for functions represented on a finite grid, from about half of the coefficients when N is large.

In Lean, the type `ι` labels the axes, so d is `Fintype.card ι`, and both grid points and wavevectors are functions `ι → ZMod N`. Arithmetic modulo N expresses periodicity. The wavevector k is an integer label for what plane-wave codes usually call the reciprocal-lattice vector G; it is not a Bloch vector, and G here is a transform. The definition `dft` puts the minus sign in the exponent and has no prefactor, which is why N⁻ᵈ appears in the overlap. The functions take values in `ℝ`, so reality is built into their type, while the equations are stated in `ℂ`.

The predicate `IsHalfSphere` concerns pairing only, and H need not look like half a ball. Its first clause, `k ∈ H → -k ∉ H`, also excludes self-conjugate wavevectors, since for them it would contradict itself.

Evenness of T stands for an operator that maps real functions to real functions. The kinetic energy is the usual example, with T(k) half the squared length of the reciprocal-lattice vector in atomic units. On an even grid in a skew cell, the representatives chosen at the Nyquist boundary must give k and −k equal lengths.

The step from this model to a crystal is the replacement of the integral over the cell by a grid sum. It is exact, up to the volume per grid point, when both functions contain only wavevectors with components smaller than N/2 in magnitude, but this needs a separate argument.

## From orthogonal plane waves to the folded sum

**Reversing k.** Since e(−k·x) = conj(e(k·x)) and f is real,

F(−k) = Σₓ e(k·x) f(x) = conj(F(k)).

The lemma `planeWave_neg` supplies the first equality, and the steps named `hF` supply the symmetry of F.

**Orthogonality.** For grid points x and y, set

S = Σ_k e(k·x) conj(e(k·y)) = Σ_k e(k·(x−y)).

If x = y, every term is 1 and S = Nᵈ. Otherwise x and y differ along some axis i. Raising kᵢ by one only permutes the wavevectors, but it multiplies each term by e(xᵢ−yᵢ), so

S = e(xᵢ−yᵢ) S.

The phase differs from 1 because xᵢ ≠ yᵢ modulo N, and therefore S = 0. In `planeWave_orthogonality` the shift is `Equiv.addRight (Pi.single i 1)`, `hs` is the displayed equation, and `hne` says that the phase is not 1. Because the sum runs over wavevectors at fixed points, many textbooks would call this relation completeness.

**Parseval.** Inserting the definitions and exchanging the finite sums gives

Σ_k conj(F(k)) G(k) = Σₓ Σ_y f(x) g(y) Σ_k e(k·x) conj(e(k·y)) = Nᵈ Σₓ f(x) g(x).

The `calc` block in `parseval` follows these equalities: it expands the product, moves the k sum inside with `Finset.sum_comm`, and applies orthogonality.

**Folding.** Let c(−k) = conj(c(k)). Every wavevector is self-conjugate, in H, or the negative of a member of H, and only one of these is true. The last group contributes

Σ_{−k∈H} c(k) = Σ_{l∈H} c(−l) = conj(Σ_{l∈H} c(l)).

Adding the contribution of H itself gives twice a real part:

Σ_k c(k) = Σ_{−k=k} c(k) + 2 Re Σ_{k∈H} c(k).

In `sum_fold`, `hp` is the three-way split and `hneg` the change of variable. The lemma holds for any finite abelian group, so it also applies to grids with different numbers of points along their axes.

**The overlap.** For c(k) = T(k) conj(F(k)) G(k), the symmetries of T, F and G give

c(−k) = T(k) F(k) conj(G(k)) = conj(c(k)),

so the sum folds. Setting T = 1, applying Parseval and dividing by Nᵈ gives the overlap. Where −k = k, F(k) equals its own conjugate, so the conjugation can be removed from the unpaired terms; this is `hs` in `half_sphere_overlap`.

**One dimension.** Represent k by its residue r between 0 and N−1. Then −k has residue 0 if r = 0, and N−r otherwise. For N = 2M+1, negation exchanges 1, …, M with M+1, …, 2M, and only 0 is fixed. For N = 2M+2, it exchanges 1, …, M with M+2, …, 2M+1, and fixes 0 and M+1. The lemmas `val_ext`, `val_neg` and `mem_halfLine` turn these statements into inequalities between natural numbers, which `omega` settles. Finally, `sum_halfLine` rewrites the sum over H as a sum over m = 1, …, M.

## Double counting, and rebuilding f from the stored coefficients

Doubling the k = 0 term along with the rest counts it twice. For f = g = 1 on a line of N points, only F(0) = N is nonzero, and the doubled sum, after division by N, gives 2N where the overlap is N. With even N and d axes there are 2ᵈ self-conjugate wavevectors, since each component can be 0 or N/2, and all of them must be left undoubled.

The same argument recovers the function itself. Orthogonality gives Σ_k F(k) e(k·x) = Nᵈ f(x), and the terms at k and −k are conjugates, so folding yields

f(x) = N⁻ᵈ ( Σ_{−k=k} F(k) e(k·x) + 2 Re Σ_{k∈H} F(k) e(k·x) ).
